# Rescaling all PAW partial waves by a real c ≠ 0 turns tr(D − D²) into c⁻² tr D − c⁻⁴ tr D²

In the projector augmented-wave (PAW) setting, `bareFunctional_rescale` concerns the on-site occupancy matrix D = PᴴρP and the functional tr(D − D²), from which the overlap is left out. It states that when all partial waves are multiplied by a real c ≠ 0, and the projectors accordingly divided by c, the functional becomes c⁻² tr D − c⁻⁴ tr D², with D the original occupancy matrix. The index sets are finite, and ρ is an arbitrary complex matrix, not assumed Hermitian or idempotent. The proof first shows, in the step `key`, that the new occupancy matrix D' is c⁻²D, using the earlier lemma `occupancy_unmix` to write D in terms of D'. It then puts this into the functional and expands the traces.

As first written in Lean, the proof fails:

```lean
import Mathlib

open Matrix

namespace PAWHubbardMixing

noncomputable section

variable {G R N : Type*} [Fintype G] [Fintype R] [Fintype N] [DecidableEq N]

/-- The on-site occupancy matrix `D = Pᴴ ρ P`, with the projectors as columns of `P`. -/
def occupancy (ρ : Matrix G G ℂ) (P : Matrix G N ℂ) : Matrix N N ℂ := Pᴴ * ρ * P

/-- The projectors `P (Mᴴ)⁻¹` that accompany the mixed partial waves `Φ M`,
for an invertible mixing matrix `M`. -/
def mixProjectors (P : Matrix G N ℂ) (M : Matrix N N ℂ) : Matrix G N ℂ := P * (Mᴴ)⁻¹

/-- The functional `tr(D - D²)`, in which the overlap is left out. -/
def bareFunctional (D : Matrix N N ℂ) : ℂ := trace (D - D * D)

/-- The original occupancies are recovered from the mixed ones `D'` as `M D' Mᴴ`. -/
theorem occupancy_unmix (ρ : Matrix G G ℂ) (P : Matrix G N ℂ) (M : Matrix N N ℂ)
    (hM : IsUnit M.det) :
    M * occupancy ρ (mixProjectors P M) * Mᴴ = occupancy ρ P := by
  have h : (Mᴴ)⁻¹ * Mᴴ = 1 := by
    rw [← conjTranspose_nonsing_inv, ← conjTranspose_mul, mul_nonsing_inv M hM,
      conjTranspose_one]
  calc M * occupancy ρ (mixProjectors P M) * Mᴴ
      = (M * M⁻¹) * (Pᴴ * ρ * P) * ((Mᴴ)⁻¹ * Mᴴ) := by
        simp only [occupancy, mixProjectors, conjTranspose_mul, conjTranspose_nonsing_inv,
          conjTranspose_conjTranspose, Matrix.mul_assoc]
    _ = occupancy ρ P := by
        rw [h, mul_nonsing_inv M hM, Matrix.one_mul, Matrix.mul_one, occupancy]

/-- Rescaling all partial waves by a real `c ≠ 0` turns `tr(D - D²)` into
`c⁻² tr D - c⁻⁴ tr D²`. -/
theorem bareFunctional_rescale (ρ : Matrix G G ℂ) (P : Matrix G N ℂ) (c : ℝ)
    (hc : c ≠ 0) :
    bareFunctional (occupancy ρ (mixProjectors P ((c : ℂ) • (1 : Matrix N N ℂ))))
      = ((c : ℂ) ^ 2)⁻¹ * trace (occupancy ρ P)
        - (((c : ℂ) ^ 2)⁻¹) ^ 2 * trace (occupancy ρ P * occupancy ρ P) := by
  have hc' : (c : ℂ) ≠ 0 := Complex.ofReal_ne_zero.mpr hc
  have hM : IsUnit ((c : ℂ) • (1 : Matrix N N ℂ)).det := by
    rw [det_smul, det_one, mul_one]
    exact (isUnit_iff_ne_zero.mpr hc').pow _
  have hstar : star (c : ℂ) = c := Complex.conj_ofReal c
  -- the occupancies are divided by `c²`
  have key : occupancy ρ (mixProjectors P ((c : ℂ) • (1 : Matrix N N ℂ)))
      = ((c : ℂ) ^ 2)⁻¹ • occupancy ρ P := by
    have h := occupancy_unmix ρ P _ hM
    generalize occupancy ρ (mixProjectors P ((c : ℂ) • (1 : Matrix N N ℂ))) = D' at h ⊢
    have hone : ((c : ℂ) ^ 2)⁻¹ * (c * c) = 1 := by
      rw [← pow_two]
      exact inv_mul_cancel₀ (pow_ne_zero 2 hc')
    rw [← h]
    simp only [conjTranspose_smul, conjTranspose_one, hstar, Matrix.smul_mul,
      Matrix.mul_smul, Matrix.one_mul, Matrix.mul_one, smul_smul]
    rw [mul_assoc, hone, one_smul]
  unfold bareFunctional
  rw [key]
  simp only [trace_sub, Matrix.smul_mul, Matrix.mul_smul, trace_smul, smul_eq_mul]
  ring

end

end PAWHubbardMixing
```

Lean reports:

```
Main.lean:58:8: error: Tactic `rewrite` failed: Did not find an occurrence of the pattern
  ?a * ?b * ?c
in the target expression
  D' = ((↑c ^ 2)⁻¹ * (↑c * ↑c)) • D'

G : Type u_1
N : Type u_3
inst✝² : Fintype G
inst✝¹ : Fintype N
inst✝ : DecidableEq N
ρ : Matrix G G ℂ
P : Matrix G N ℂ
c : ℝ
hc : c ≠ 0
hc' : ↑c ≠ 0
hM : IsUnit (↑c • 1).det
hstar : star ↑c = ↑c
D' : Matrix N N ℂ
h : ↑c • 1 * D' * (↑c • 1)ᴴ = occupancy ρ P
hone : (↑c ^ 2)⁻¹ * (↑c * ↑c) = 1
⊢ D' = ((↑c ^ 2)⁻¹ * (↑c * ↑c)) • D'
```

Diagnosis. The error arises in `key`, after `simp only` has reduced the goal to `D' = ((↑c ^ 2)⁻¹ * (↑c * ↑c)) • D'`. The next step, `rw [mul_assoc, ...]`, looks for a product grouped to the left, `?a * ?b * ?c`, which means `(?a * ?b) * ?c`, in order to regroup it to the right. The goal has no such product. Its scalar is already grouped to the right: the left factor of the outer product is the inverse `(↑c ^ 2)⁻¹`, and that of the inner product is `↑c`, neither of which is itself a product. A `rw` that finds no instance of its pattern is an error, even when the regrouping it was meant to do is not needed.

The repair deletes `mul_assoc`. The scalar is exactly the left-hand side of `hone`, so `rw [hone]` replaces it by 1, and `one_smul` turns `1 • D'` into `D'`. What remains is `D' = D'`, which `rw` closes by reflexivity.

The repair, with which the file compiles:

```diff
@@ -56,5 +56,5 @@
     simp only [conjTranspose_smul, conjTranspose_one, hstar, Matrix.smul_mul,
       Matrix.mul_smul, Matrix.one_mul, Matrix.mul_one, smul_smul]
-    rw [mul_assoc, hone, one_smul]
+    rw [hone, one_smul]
   unfold bareFunctional
   rw [key]
```
